# Identical adsorbates filling the translation-equivalent sites of a periodic cell, with weak linear depolarising coupling, have exactly one self-consistent dipole pattern, the uniform one

Q: Take two identical adsorbates in a periodic cell. Each would carry the dipole $\mu_0$ if it were alone, each has polarisability $\alpha \ge 0$, and the field of one reduces the dipole of the other with coupling $k \ge 0$:

$$\mu(0) = \mu_0 - \alpha k\,\mu(1), \qquad \mu(1) = \mu_0 - \alpha k\,\mu(0).$$

A large dipole on site 0 suppresses the one on site 1, and a small dipole on site 1 lets the one on site 0 stay large. Why shouldn't the pair settle into a large-small pattern?

A: Subtract the two equations. The difference obeys $\mu(0)-\mu(1) = \alpha k\,(\mu(0)-\mu(1))$. The feedback you describe is real, but each pass through it returns only the fraction $\alpha k$ of the difference. If $\alpha k < 1$, the difference must be zero, and either equation then gives $\mu(0)=\mu(1)=\mu_0/(1+\alpha k)$.

Q: With many sites there are many more patterns to exclude than one difference.

A: One site is enough if you choose it well. Suppose that the adsorbates fill a lattice of sites that are equivalent by translation. Let $G$ be the finite set of these sites in the cell, with addition modulo the periods of the cell, and let $K(g-h)\ge 0$ be the coupling between sites $g$ and $h$. Write $S=\sum_g K(g)$. The equations are

$$\mu(g) = \mu_0 - \alpha\sum_h K(g-h)\,\mu(h).$$

For fixed $g$, the difference $g-h$ runs once through $G$ as $h$ does, so $\sum_h K(g-h)=S$ at every site. A uniform pattern $u$ is therefore a solution when $u=\mu_0-\alpha S u$, that is, when $u=\mu_0/(1+\alpha S)$. The denominator is at least 1.

Now let $\mu$ be any solution and put $d(g)=\mu(g)-u$. Subtracting the equations for $u$ removes $\mu_0$:

$$d(g) = -\alpha\sum_h K(g-h)\,d(h).$$

Let $m$ be a site where $|d|$ is largest. Then

$$|d(m)| \le \alpha\sum_h K(m-h)\,|d(h)| \le \alpha S\,|d(m)|,$$

so $(1-\alpha S)\,|d(m)|\le 0$. If $\alpha S<1$, this forces $d(m)=0$. Since no other deviation is larger, $\mu$ is uniform.

Q: I accept the algebra. What I doubt is that the formal version is about adsorbates at all. What is a site there, and what is a coupling?

A: A site is an element of `G`, a finite commutative group. For an $m\times n$ surface supercell with one adsorption site per primitive cell, that is the pairs of integers modulo $m$ and $n$. A coupling is a real function `K` on `G`, and a dipole pattern is another, `μ`, which holds one component per site, naturally the one along the surface normal.

In Lean 4 with Mathlib:

```lean
import Mathlib

open Filter Topology

namespace AdsorbateDepolarisation

noncomputable section

variable {G : Type*} [AddCommGroup G] [Fintype G]

/-- The total coupling `S` of one site to all sites of the periodic cell. -/
def totalCoupling (K : G → ℝ) : ℝ := ∑ g, K g
```

The update rule takes a pattern and returns the dipoles that its field would induce. Here `μ₀` may vary from site to site; identical adsorbates are the constant function `fun _ => μ₀`.

```lean
/-- The dipoles induced by a given pattern `μ`: each bare dipole `μ₀ g` is reduced by the
polarisability `α` times the depolarising field of the pattern at that site. -/
def depolarise (α : ℝ) (K μ₀ μ : G → ℝ) : G → ℝ :=
  fun g => μ₀ g - α * ∑ h, K (g - h) * μ h
```

Self-consistency is the equation `depolarise α K μ₀ μ = μ`: the pattern induces itself.

Q: Nothing there says that the interaction falls off as the cube of the distance.

A: No, and the result doesn't need it. For coplanar point dipoles along the normal you would take $1/(4\pi\varepsilon_0 r^3)$, summed over all periodic images of the site. This is positive, because the field of such a dipole at its neighbours opposes it. The minus sign in the update and the hypothesis $K\ge 0$ together express this.

Q: I would have set $K(0)=0$, since a dipole doesn't act on itself.

A: An isolated one doesn't, but in a periodic cell it acts on its own images, and $K(0)$ is where that contribution belongs. The theorems leave $K(0)$ free apart from its sign, so both readings are allowed.

The idealisations lie elsewhere. The response is linear, all sites share one polarisability and are equivalent by translation, and charge transfer enters only through the given $\mu_0$. An empty site in a partly filled layer would need a polarisability of its own, which this model doesn't have.

Q: Then show me where the translation argument enters.

A: In the first lemma. The map $h\mapsto g-h$ is a bijection of the group, and a sum doesn't change under a bijection.

```lean
/-- Every site of the periodic cell feels the same total coupling. -/
theorem sum_coupling (K : G → ℝ) (g : G) : ∑ h, K (g - h) = totalCoupling K :=
  Equiv.sum_comp (Equiv.subLeft g) K
```

The next lemma is the estimate for $d$, stated for any two patterns `μ` and `ν` that differ by at most `B` at every site. Their updates differ by at most $\alpha S B$. In the proof, `hdiff` cancels the bare dipoles and `hsum` applies the triangle inequality. Non-negativity of `K` is used there to replace $|K(g-h)|$ by $K(g-h)$, so that the weights add up to $S$.

```lean
/-- For non-negative polarisability and couplings, if two dipole patterns differ by at most `B`
at every site, then the patterns they induce differ by at most `α S B`. -/
theorem depolarise_contraction {α : ℝ} {K : G → ℝ} (hα : 0 ≤ α) (hK : ∀ g, 0 ≤ K g)
    (μ₀ : G → ℝ) {μ ν : G → ℝ} {B : ℝ} (hB : ∀ h, |μ h - ν h| ≤ B) (g : G) :
    |depolarise α K μ₀ μ g - depolarise α K μ₀ ν g| ≤ α * totalCoupling K * B := by
  -- the bare dipoles cancel in the difference
  have hdiff : depolarise α K μ₀ μ g - depolarise α K μ₀ ν g
      = -(α * ∑ h, K (g - h) * (μ h - ν h)) := by
    simp only [depolarise, mul_sub, Finset.sum_sub_distrib]
    ring
  have hsum : |∑ h, K (g - h) * (μ h - ν h)| ≤ totalCoupling K * B := by
    calc |∑ h, K (g - h) * (μ h - ν h)|
        ≤ ∑ h, |K (g - h) * (μ h - ν h)| := Finset.abs_sum_le_sum_abs _ _
      _ ≤ ∑ h, K (g - h) * B := by
          apply Finset.sum_le_sum
          intro h _
          rw [abs_mul, abs_of_nonneg (hK _)]
          exact mul_le_mul_of_nonneg_left (hB h) (hK _)
      _ = totalCoupling K * B := by rw [← Finset.sum_mul, sum_coupling]
  rw [hdiff, abs_neg, abs_mul, abs_of_nonneg hα, mul_assoc]
  exact mul_le_mul_of_nonneg_left hsum hα
```

Two short lemmas deal with the uniform pattern. The first checks that it reproduces itself whenever $1+\alpha S\neq 0$: `hc` clears the denominator, and the rest is the equation $u=\mu_0-\alpha S u$. The second shows that the sign conditions make $1+\alpha S$ positive.

```lean
/-- For equal bare dipoles `μ₀`, if `1 + α S` is not zero, the uniform pattern `μ₀ / (1 + α S)`
reproduces itself. -/
theorem uniform_selfConsistent {α : ℝ} {K : G → ℝ} (hS : 1 + α * totalCoupling K ≠ 0)
    (μ₀ : ℝ) :
    depolarise α K (fun _ => μ₀) (fun _ => μ₀ / (1 + α * totalCoupling K))
      = fun _ => μ₀ / (1 + α * totalCoupling K) := by
  funext g
  have hc : μ₀ / (1 + α * totalCoupling K) * (1 + α * totalCoupling K) = μ₀ :=
    div_mul_cancel₀ _ hS
  simp only [depolarise]
  rw [← Finset.sum_mul, sum_coupling]
  linear_combination -hc

omit [AddCommGroup G] in
/-- For non-negative polarisability and couplings, `1 + α S` is positive. -/
theorem screening_pos {α : ℝ} {K : G → ℝ} (hα : 0 ≤ α) (hK : ∀ g, 0 ≤ K g) :
    0 < 1 + α * totalCoupling K := by
  have hS : 0 ≤ totalCoupling K := Finset.sum_nonneg fun g _ => hK g
  have := mul_nonneg hα hS
  linarith
```

Q: And the main statement? I want both that a solution exists and that there is no other.

A: Both are in the "exactly when". Read in words: let $\alpha\ge 0$, let every coupling be non-negative, and let $\alpha S<1$. Then, for every real $\mu_0$ and every pattern $\mu$, $\mu$ is self-consistent if and only if it equals $\mu_0/(1+\alpha S)$ at all sites. From right to left this gives existence, from left to right uniqueness.

The condition $\alpha S<1$ has a direct physical meaning: the field of a uniform layer induces, at each site, a dipole smaller than the ones that produce it.

```lean
/-- For equal bare dipoles `μ₀`, non-negative polarisability and couplings, and `α S < 1`,
a dipole pattern is self-consistent exactly when it is the uniform one, `μ₀ / (1 + α S)`. -/
theorem selfConsistent_iff_uniform {α : ℝ} {K : G → ℝ} (hα : 0 ≤ α) (hK : ∀ g, 0 ≤ K g)
    (hS : α * totalCoupling K < 1) (μ₀ : ℝ) (μ : G → ℝ) :
    depolarise α K (fun _ => μ₀) μ = μ ↔ μ = fun _ => μ₀ / (1 + α * totalCoupling K) := by
  have hfix := uniform_selfConsistent (screening_pos hα hK).ne' μ₀
  constructor
  · intro hμ
    -- look at the site that deviates most from the uniform pattern
    obtain ⟨m, hm⟩ := Finite.exists_max
      (fun g => |μ g - μ₀ / (1 + α * totalCoupling K)|)
    have hc := depolarise_contraction hα hK (fun _ => μ₀) hm m
    rw [hμ, hfix] at hc
    have h0 := abs_nonneg (μ m - μ₀ / (1 + α * totalCoupling K))
    have hzero : |μ m - μ₀ / (1 + α * totalCoupling K)| ≤ 0 := by
      by_contra hpos
      have hpos' := not_le.mp hpos
      have := mul_pos (sub_pos.mpr hS) hpos'
      linarith
    funext g
    have hg : |μ g - μ₀ / (1 + α * totalCoupling K)| ≤ 0 := (hm g).trans hzero
    exact sub_eq_zero.mp (abs_nonpos_iff.mp hg)
  · intro hμ
    rw [hμ]
    exact hfix
```

The proof follows the derivation above. `Finite.exists_max` supplies the site `m` of largest deviation. The contraction lemma is applied to `μ` and the uniform pattern, with that largest deviation as the bound. Rewriting with `hμ` and `hfix` replaces each updated pattern by the pattern itself, which leaves $|d(m)|\le\alpha S\,|d(m)|$. If $|d(m)|$ were positive, $(1-\alpha S)\,|d(m)|$ would be positive too, a contradiction. The last lines carry the zero from `m` to every other site.

Q: Where would I meet this in a calculation?

A: Suppose you want the work function change caused by a layer on a $4\times4$ cell. You tabulate the sixteen numbers $K(g)$ by summing over images, start from some pattern, and apply the update until the dipoles stop changing. Within this linear model, for identical adsorbates with $\alpha S<1$, the outcome is known beforehand: the dipole is $\mu_0/(1+\alpha S)$, and the potential step across the layer has magnitude $|\mu_0|/\big(\varepsilon_0 A(1+\alpha S)\big)$, with $A$ the area per site.

The loop itself also has a guaranteed rate. With $\alpha S=0.5$ and the uniform start $\mu_0=1$, the dipoles run through $1,\ 0.5,\ 0.75,\ 0.625,\dots$ towards $2/3$, and the error halves each time. From any start, after $n$ updates the error is at most $(\alpha S)^n$ times a bound on the initial error. The proof is by induction, with one use of the contraction lemma per update.

```lean
/-- For equal bare dipoles `μ₀` and non-negative polarisability and couplings, `n` rounds of the
self-consistency iteration leave a deviation from `μ₀ / (1 + α S)` of at most `(α S) ^ n` times a
bound `B` on the initial deviation. -/
theorem iteration_error {α : ℝ} {K : G → ℝ} (hα : 0 ≤ α) (hK : ∀ g, 0 ≤ K g)
    (μ₀ : ℝ) {μ : G → ℝ} {B : ℝ}
    (hB : ∀ g, |μ g - μ₀ / (1 + α * totalCoupling K)| ≤ B) (n : ℕ) (g : G) :
    |(depolarise α K (fun _ => μ₀))^[n] μ g - μ₀ / (1 + α * totalCoupling K)|
      ≤ (α * totalCoupling K) ^ n * B := by
  have hfix := uniform_selfConsistent (screening_pos hα hK).ne' μ₀
  induction n generalizing g with
  | zero => simpa using hB g
  | succ n ih =>
    have hc := depolarise_contraction hα hK (fun _ => μ₀) ih g
    rw [hfix] at hc
    rw [Function.iterate_succ_apply', pow_succ']
    linarith
```

If $\alpha S<1$, this bound tends to zero, and the error is squeezed to zero with it.

```lean
/-- For equal bare dipoles `μ₀`, non-negative polarisability and couplings, and `α S < 1`, the
self-consistency iteration converges at every site to `μ₀ / (1 + α S)` from any starting pattern. -/
theorem iteration_converges {α : ℝ} {K : G → ℝ} (hα : 0 ≤ α) (hK : ∀ g, 0 ≤ K g)
    (hS : α * totalCoupling K < 1) (μ₀ : ℝ) (μ : G → ℝ) (g : G) :
    Tendsto (fun n : ℕ => (depolarise α K (fun _ => μ₀))^[n] μ g) atTop
      (𝓝 (μ₀ / (1 + α * totalCoupling K))) := by
  obtain ⟨m, hm⟩ := Finite.exists_max
    (fun g => |μ g - μ₀ / (1 + α * totalCoupling K)|)
  have h0 : 0 ≤ α * totalCoupling K :=
    mul_nonneg hα (Finset.sum_nonneg fun g _ => hK g)
  have hlim := (tendsto_pow_atTop_nhds_zero_of_lt_one h0 hS).mul_const
    (|μ m - μ₀ / (1 + α * totalCoupling K)|)
  rw [zero_mul] at hlim
  rw [tendsto_iff_norm_sub_tendsto_zero]
  exact squeeze_zero (fun n => norm_nonneg _)
    (fun n => iteration_error hα hK μ₀ hm n g) hlim
```

Q: Real layers are often mixed. What is left if the bare dipoles differ?

A: The pattern is then no longer uniform, but its total is still fixed. Sum the self-consistency equation over $g$ and exchange the two sums. Each $\mu(h)$ is then multiplied by $\sum_g K(g-h)=S$, so

$$\sum_g\mu(g) = \sum_g\mu_0(g) - \alpha S\sum_h\mu(h),$$

which rearranges to $(1+\alpha S)\sum_g\mu(g)=\sum_g\mu_0(g)$. The laterally averaged potential step depends only on this total, so for species of equal polarisability you get it without solving for the individual dipoles.

```lean
/-- For bare dipoles that vary from site to site, the total dipole of any self-consistent
pattern, multiplied by `1 + α S`, equals the total bare dipole. -/
theorem total_dipole {α : ℝ} {K μ₀ μ : G → ℝ} (hμ : depolarise α K μ₀ μ = μ) :
    (1 + α * totalCoupling K) * ∑ g, μ g = ∑ g, μ₀ g := by
  -- exchange the sums: each dipole depolarises the whole cell with weight S
  have hswap : ∑ g, ∑ h, K (g - h) * μ h = totalCoupling K * ∑ h, μ h := by
    rw [Finset.sum_comm, Finset.mul_sum]
    apply Finset.sum_congr rfl
    intro h _
    rw [← Finset.sum_mul]
    congr 1
    exact Equiv.sum_comp (Equiv.subRight h) K
  have hsum : ∑ g, μ g = ∑ g, μ₀ g - α * ∑ g, ∑ h, K (g - h) * μ h := by
    rw [Finset.mul_sum, ← Finset.sum_sub_distrib]
    exact Finset.sum_congr rfl fun g _ => (congrFun hμ g).symm
  rw [hswap] at hsum
  linear_combination hsum
```

In the code, `hswap` is the exchange of sums and `hsum` is the summed equation. The theorem needs no sign condition and no bound on $\alpha S$, but it assumes a self-consistent pattern and doesn't provide one.

Q: Back to my large-small pattern. Does it ever win?

A: In your two equations it is possible at $\alpha S=1$. They are a simplified cell that leaves out the action of each site on its own periodic images: the coupling is $k$ between the sites and zero from a site to itself, so that $S=k$.

```lean
/-- The coupling of a two-site cell: `k` between different sites, none of a site to itself. -/
def pairCoupling (k : ℝ) : ZMod 2 → ℝ := fun g => if g = 0 then 0 else k
```

Let $\alpha k=1$ and try the dipoles $\mu_0/2+t$ on site 0 and $\mu_0/2-t$ on site 1. The update at site 0 gives $\mu_0-(\mu_0/2-t)=\mu_0/2+t$, and at site 1 it gives $\mu_0-(\mu_0/2+t)=\mu_0/2-t$. Every amplitude $t$ is self-consistent, so for positive $\alpha$ and $k$ uniqueness fails with all the other hypotheses in place. The feedback now returns the whole difference. Hence $\alpha S<1$ can't be relaxed to $\alpha S\le 1$.

Q: So beyond the threshold there are always several solutions?

A: No. In your pair, $\alpha k>1$ forces the difference to be zero again, so the large-small pattern is self-consistent only at $\alpha k=1$. A cell with a single site has the one equation $\mu=\mu_0-\alpha S\mu$, which has a unique solution for every $\alpha S\ge0$. What does fail there once $\alpha S\ge1$ is the plain iteration: each update multiplies the error by $-\alpha S$, so a nonzero error never shrinks.

Q: And the sign of the coupling?

A: It matters as well. Put $\alpha=1$ and $k=-1$ in the two-site cell, so that the dipoles enhance each other. Then $\alpha S=-1$ is below 1, yet adding the two equations gives $0=2\mu_0$, and for $\mu_0\neq0$ there is no solution at all.

The formal version of the threshold example states both that $\alpha S=1$ and that the whole family is self-consistent. Its proof writes out the two-term sums and checks the two sites separately.

```lean
/-- In a two-site cell with coupling `k` between the sites, no self-coupling and `α k = 1`, one has
`α S = 1`, and for equal bare dipoles `μ₀` the dipoles `μ₀ / 2 + t` on site 0 and `μ₀ / 2 - t` on
site 1 are self-consistent for every amplitude `t`. -/
theorem alternating_at_threshold {α k : ℝ} (h : α * k = 1) (μ₀ : ℝ) :
    α * totalCoupling (pairCoupling k) = 1 ∧
    ∀ t : ℝ, depolarise α (pairCoupling k) (fun _ => μ₀)
        (fun g => if g = 0 then μ₀ / 2 + t else μ₀ / 2 - t)
      = fun g => if g = 0 then μ₀ / 2 + t else μ₀ / 2 - t := by
  have hs : ∀ f : ZMod 2 → ℝ, ∑ g, f g = f 0 + f 1 := fun f => Fin.sum_univ_two f
  have h10 : (1 : ZMod 2) ≠ 0 := by decide
  have h01 : (0 : ZMod 2) - 1 = 1 := by decide
  have hcases : ∀ g : ZMod 2, g = 0 ∨ g = 1 := by decide
  constructor
  · simp only [totalCoupling, hs, pairCoupling, h10, if_true, if_false]
    linear_combination h
  · intro t
    funext g
    rcases hcases g with rfl | rfl
    · simp only [depolarise, hs, pairCoupling, sub_self, h01, h10, if_true, if_false]
      linear_combination (-(μ₀ / 2 - t)) * h
    · simp only [depolarise, hs, pairCoupling, sub_self, sub_zero, h10, if_true, if_false]
      linear_combination (-(μ₀ / 2 + t)) * h

end

end AdsorbateDepolarisation
```

```lean
#print axioms AdsorbateDepolarisation.selfConsistent_iff_uniform
#print axioms AdsorbateDepolarisation.iteration_converges
#print axioms AdsorbateDepolarisation.total_dipole
#print axioms AdsorbateDepolarisation.alternating_at_threshold
```

```
'AdsorbateDepolarisation.selfConsistent_iff_uniform' depends on axioms: [propext, Classical.choice, Quot.sound]
'AdsorbateDepolarisation.iteration_converges' depends on axioms: [propext, Classical.choice, Quot.sound]
'AdsorbateDepolarisation.total_dipole' depends on axioms: [propext, Classical.choice, Quot.sound]
'AdsorbateDepolarisation.alternating_at_threshold' depends on axioms: [propext, Classical.choice, Quot.sound]
```
